# A Hubbard atom with its chemical potential U/2 above the orbital energy holds one electron on average at every temperature

The theorem `half_filling` concerns a single spatial orbital that is empty, singly occupied with either spin, or doubly occupied, with an interaction energy U when both electrons are present. The chemical potential is U/2 measured from the orbital energy, and the four states carry normalised grand-canonical Gibbs probabilities at inverse temperature β. The theorem says that the mean electron number, the sum over the states of probability times n↑ + n↓, equals 1 for all real β and U. The attempt writes out the four terms, puts in the known probabilities with their common denominator Z = 2 + 2 exp(βU/2), and then tries to write the 1 on the right as Z/Z so that `ring` can compare the two sides.

The first attempt, which Lean rejects:

```lean
import Mathlib

open Filter Topology

namespace HalfFilling

noncomputable section

/-- The occupation number, 1 or 0, of a spin orbital that is filled or empty. -/
def occ : Bool → ℝ
  | true => 1
  | false => 0

/-- The energy `U n↑ n↓ - (U/2)(n↑ + n↓)` of an occupation state `(n↑, n↓)` of the Hubbard atom
with chemical potential `U/2`, measured from the orbital energy. -/
def energy (U : ℝ) (s : Bool × Bool) : ℝ :=
  U * occ s.1 * occ s.2 - U / 2 * (occ s.1 + occ s.2)

/-- The grand partition function, the sum of the Boltzmann weights of the four states. -/
def partitionFn (β U : ℝ) : ℝ := ∑ s : Bool × Bool, Real.exp (-β * energy U s)

/-- The Gibbs probability of an occupation state at inverse temperature `β`. -/
def gibbs (β U : ℝ) (s : Bool × Bool) : ℝ :=
  Real.exp (-β * energy U s) / partitionFn β U

private lemma sum_config (f : Bool × Bool → ℝ) :
    ∑ s, f s = f (true, true) + f (true, false) + f (false, true) + f (false, false) := by
  simp only [Fintype.sum_prod_type, Fintype.sum_bool]
  ring

private lemma energy_even (U : ℝ) (b : Bool) : energy U (b, b) = 0 := by
  cases b <;> simp only [energy, occ] <;> ring

private lemma energy_odd (U : ℝ) (b : Bool) : energy U (b, !b) = -(U / 2) := by
  cases b <;> simp only [energy, occ, Bool.not_true, Bool.not_false] <;> ring

/-- The partition function of the half-filled atom is `2 + 2 exp(βU/2)`. -/
theorem partitionFn_eq (β U : ℝ) : partitionFn β U = 2 + 2 * Real.exp (β * U / 2) := by
  rw [partitionFn, sum_config, energy_even U true, energy_even U false,
    show energy U (true, false) = -(U / 2) from energy_odd U true,
    show energy U (false, true) = -(U / 2) from energy_odd U false,
    mul_zero, Real.exp_zero, show -β * -(U / 2) = β * U / 2 by ring]
  ring

private lemma gibbs_even (β U : ℝ) (b : Bool) :
    gibbs β U (b, b) = 1 / (2 + 2 * Real.exp (β * U / 2)) := by
  rw [gibbs, partitionFn_eq, energy_even, mul_zero, Real.exp_zero]

private lemma gibbs_odd (β U : ℝ) (b : Bool) :
    gibbs β U (b, !b) = Real.exp (β * U / 2) / (2 + 2 * Real.exp (β * U / 2)) := by
  rw [gibbs, partitionFn_eq, energy_odd, show -β * -(U / 2) = β * U / 2 by ring]

/-- With chemical potential `U/2` the atom holds one electron on average at every temperature. -/
theorem half_filling (β U : ℝ) :
    ∑ s : Bool × Bool, gibbs β U s * (occ s.1 + occ s.2) = 1 := by
  rw [sum_config, gibbs_even β U true, gibbs_even β U false,
    show gibbs β U (true, false) = _ from gibbs_odd β U true,
    show gibbs β U (false, true) = _ from gibbs_odd β U false]
  simp only [occ]
  have hE := Real.exp_pos (β * U / 2)
  have hZ : 2 + 2 * Real.exp (β * U / 2) ≠ 0 := by positivity
  rw [← div_self hZ]
  ring

end

end HalfFilling
```

Messages:

```
Try this:
  [apply] ring_nf
  
  The `ring` tactic failed to close the goal. Use `ring_nf` to obtain a normal form.
    
  Note that `ring` works primarily in *commutative* rings. If you have a noncommutative ring, abelian group or module, consider using `noncomm_ring`, `abel` or `module` instead.
Main.lean:55:64: error: unsolved goals
β U : ℝ
hE : 0 < Real.exp (β * U / 2)
hZ : 2 + 2 * Real.exp (β * U / 2) ≠ 0
⊢ Real.exp (β * U * (1 / 2)) * (2 + Real.exp (β * U * (1 / 2)) * 2)⁻¹ ^ 2 * 4 +
            Real.exp (β * U * (1 / 2)) * (2 + Real.exp (β * U * (1 / 2)) * 2)⁻¹ ^ 3 * 16 +
          Real.exp (β * U * (1 / 2)) ^ 2 * (2 + Real.exp (β * U * (1 / 2)) * 2)⁻¹ ^ 2 * 4 +
        Real.exp (β * U * (1 / 2)) ^ 2 * (2 + Real.exp (β * U * (1 / 2)) * 2)⁻¹ ^ 3 * 8 +
      (2 + Real.exp (β * U * (1 / 2)) * 2)⁻¹ ^ 3 * 8 =
    Real.exp (β * U * (1 / 2)) * (2 + Real.exp (β * U * (1 / 2)) * 2)⁻¹ * 2 + (2 + Real.exp (β * U * (1 / 2)) * 2)⁻¹ * 2
```

What went wrong. The error says that `ring` did not prove the final equation, and shows what was left after normalisation. The suggestion to use `ring_nf` is no cure, since the goal shown is already what that normalisation leaves.

The fault is in the line before. `rw [← div_self hZ]` turns 1 into Z/Z, but it rewrites every 1 in the goal, not just the one on the right. The left side has 1s too, as occupation numbers and as the numerator of 1/Z, and these also became Z/Z. Hence the second and third powers of Z⁻¹ in the message. The equation is still true, but to prove it one must reduce products such as Z · Z⁻¹ ^ 2 to Z⁻¹. `ring` does not do this here: Z is a sum, so it multiplies out the factors of Z and treats Z⁻¹ as a separate quantity, with no rule linking the two.

`refine Eq.trans ?_ (div_self hZ)` uses Z/Z = 1 as the last step of a chain of equalities, and leaves only the goal that the original left side equals Z/Z. The 1s on the left stay as they are. Both sides are now 2Z⁻¹ + 2 exp(βU/2) Z⁻¹ once expanded, so `ring` proves the equation without any cancellation.

The mended proof, as a diff:

```diff
@@ -60,5 +60,5 @@
   have hE := Real.exp_pos (β * U / 2)
   have hZ : 2 + 2 * Real.exp (β * U / 2) ≠ 0 := by positivity
-  rw [← div_self hZ]
+  refine Eq.trans ?_ (div_self hZ)
   ring
 
```
